# A single backflow determinant represents every wavefunction of N ≥ 1 fermions on a lattice

Let Ψ be a real or complex function of the positions x = (x_0, …, x_{N−1}) of N ≥ 1 particles on countably many sites. Then Ψ is antisymmetric if and only if

Ψ(x) = det[φ_j(i, x)]

for some orbitals φ_j that satisfy, for every permutation s of the particles,

φ_j(i, x∘s) = φ_j(s(i), x).

Here i labels the particle (row), j the orbital (column), and (x∘s)_i = x_{s(i)}. The value φ_j(i, x) may depend on the positions of all particles. One orbital with this freedom is enough; the others can be ordinary functions of x_i.

## What a variational Monte Carlo code takes from each direction

A lattice variational Monte Carlo code can use a single backflow determinant as its trial wavefunction, for example with orbitals produced by a neural network. The "if" direction then guarantees fermionic statistics: when the orbital routine obeys the covariance condition, exchanging two particles flips the sign of the amplitude. The "only if" direction says that the single-determinant form excludes no state of N fermions, N-particle ground states of interacting lattice models included, provided that the orbitals may be arbitrary covariant functions. For electrons with spin, x_i stands for the site and the spin together.

Covariance matters for the first point. Take N = 2 and let φ_j(i, x) be 1 for i = j and 0 otherwise, as could happen if a network received the particle index as an input. The determinant is then 1 for every configuration and does not change sign under exchange.

## Dividing by a Vandermonde determinant and multiplying back

**Covariant orbitals give an antisymmetric determinant.** Write M(x)_{ij} = φ_j(i, x). Covariance gives M(x∘s)_{ij} = M(x)_{s(i)j}, so permuting the particles permutes the rows, and

det M(x∘s) = sgn(s) det M(x).

**Antisymmetry implies the Pauli principle.** If x_i = x_k with i ≠ k, exchanging i and k leaves x unchanged. Hence Ψ(x) = −Ψ(x), so 2Ψ(x) = 0 and Ψ(x) = 0.

**The quotient is symmetric.** Give the sites distinct numbers e(y), for instance by counting them, and set

V(x) = det[e(x_i)^j] = ∏_{i<k} (e(x_k) − e(x_i)).

V(x) is non-zero exactly when all particles sit on different sites, and V(x∘s) = sgn(s) V(x). Define F(x) = Ψ(x)/V(x) where V(x) ≠ 0, and F(x) = 0 elsewhere. The two signs cancel, so F(x∘s) = F(x).

**One column absorbs the quotient.** Choose

φ_0(i, x) = F(x),
φ_j(i, x) = e(x_i)^j for j ≥ 1.

These orbitals are covariant: F is symmetric, and (x∘s)_i = x_{s(i)}. The matrix is the Vandermonde matrix with its first column multiplied by F(x), so

det[φ_j(i, x)] = F(x) V(x).

This equals Ψ(x) if all sites are different. Otherwise it is zero, and so is Ψ(x) by the Pauli principle. For two particles the determinant is F(x)(e(x_1) − e(x_0)); for one particle V = 1 and φ_0 is Ψ itself.

## Two pairs on four sites: a state beyond one Slater determinant

With ordinary orbitals χ_0 and χ_1, a two-particle Slater determinant is D(a,b) = a_0b_1 − a_1b_0, where a_j means χ_j(a). Expanding the products for four sites a, b, c, d gives

D(a,b)D(c,d) = a_0b_1c_0d_1 − a_0b_1c_1d_0 − a_1b_0c_0d_1 + a_1b_0c_1d_0
D(a,c)D(b,d) = a_0b_0c_1d_1 − a_0b_1c_1d_0 − a_1b_0c_0d_1 + a_1b_1c_0d_0
D(a,d)D(b,c) = a_0b_0c_1d_1 − a_0b_1c_0d_1 − a_1b_0c_1d_0 + a_1b_1c_0d_0

The first line minus the second plus the third is zero, which is the Plücker relation:

D(a,b)D(c,d) − D(a,c)D(b,d) + D(a,d)D(b,c) = 0.

Now add the determinant that occupies sites 0 and 1 to the one that occupies sites 2 and 3. The sum is antisymmetric, with amplitude 1 at (0,1) and (2,3), and 0 at (0,2), (1,3), (0,3) and (1,2). The left side of the relation is 1, so no single Slater determinant equals this state. Normalised over ordered pairs, its non-zero amplitudes are ±1/2, and the left side is 1/4.

## The Lean source

```lean
import Mathlib

open Matrix

namespace BackflowUniversality

noncomputable section

variable {N : ℕ} {L K : Type*} [Field K]

/-- A wavefunction on `N`-tuples of sites is antisymmetric if permuting the particles
multiplies it by the sign of the permutation. -/
def IsAntisymmetric (Ψ : (Fin N → L) → K) : Prop :=
  ∀ (s : Equiv.Perm (Fin N)) (x : Fin N → L),
    Ψ (x ∘ s) = ((Equiv.Perm.sign s : ℤ) : K) * Ψ x

/-- Backflow orbitals `φ j i x` (orbital `j`, particle `i`, configuration `x`) are covariant:
relabelling the particles in the configuration only relabels the particle index. -/
def IsBackflow (φ : Fin N → Fin N → (Fin N → L) → K) : Prop :=
  ∀ (s : Equiv.Perm (Fin N)) (j i : Fin N) (x : Fin N → L), φ j i (x ∘ s) = φ j (s i) x

/-- The single determinant built from configuration-dependent orbitals. -/
def backflowDet (φ : Fin N → Fin N → (Fin N → L) → K) (x : Fin N → L) : K :=
  Matrix.det (Matrix.of fun i j => φ j i x)

/-- The ordinary Slater determinant of one-particle orbitals `χ j`. -/
def slater (χ : Fin N → L → K) (x : Fin N → L) : K :=
  backflowDet (fun j i y => χ j (y i)) x

/-- The quotient of a wavefunction by the Vandermonde determinant of the site labels `e`. Where two
particles carry the same label, the determinant vanishes and the value is zero, by Lean's convention
for division by zero. -/
def symmetricFactor (e : L → K) (Ψ : (Fin N → L) → K) (x : Fin N → L) : K :=
  Ψ x / (Matrix.vandermonde (e ∘ x)).det

/-- Orbital `j` is the `j`-th power of the site label; orbital `0` is in addition multiplied
by the quotient `symmetricFactor`, which depends on all particles. -/
def dressedOrbital [NeZero N] (e : L → K) (Ψ : (Fin N → L) → K)
    (j i : Fin N) (x : Fin N → L) : K :=
  (if j = 0 then symmetricFactor e Ψ x else 1) * e (x i) ^ (j : ℕ)

/-- A determinant of backflow orbitals is antisymmetric. -/
theorem backflowDet_antisymmetric {φ : Fin N → Fin N → (Fin N → L) → K}
    (hφ : IsBackflow φ) : IsAntisymmetric (backflowDet φ) := by
  intro s x
  -- permuting the particles permutes the rows
  have h : (Matrix.of fun i j => φ j i (x ∘ s)) =
      (Matrix.of fun i j => φ j i x).submatrix s id := by
    ext i j
    exact hφ s j i x
  unfold backflowDet
  rw [h, Matrix.det_permute]

/-- Pauli principle: in characteristic zero, an antisymmetric wavefunction vanishes when two
different particles sit on the same site. -/
theorem pauli [CharZero K] {Ψ : (Fin N → L) → K} (hΨ : IsAntisymmetric Ψ)
    {x : Fin N → L} {i k : Fin N} (hik : i ≠ k) (h : x i = x k) : Ψ x = 0 := by
  -- exchanging the two particles leaves the configuration unchanged
  have hx : x ∘ (Equiv.swap i k) = x := by
    funext m
    rw [Function.comp_apply]
    by_cases h1 : m = i
    · rw [h1, Equiv.swap_apply_left, h]
    · by_cases h2 : m = k
      · rw [h2, Equiv.swap_apply_right, h]
      · rw [Equiv.swap_apply_of_ne_of_ne h1 h2]
  have hs := hΨ (Equiv.swap i k) x
  rw [hx, Equiv.Perm.sign_swap hik, Units.val_neg, Units.val_one, Int.cast_neg,
    Int.cast_one] at hs
  have h2 : (2 : K) * Ψ x = 0 := by linear_combination hs
  exact (mul_eq_zero.mp h2).resolve_left two_ne_zero

/-- For an antisymmetric wavefunction, the quotient by the Vandermonde determinant is
unchanged by every permutation of the particles. -/
theorem symmetricFactor_comp (e : L → K) {Ψ : (Fin N → L) → K} (hΨ : IsAntisymmetric Ψ)
    (s : Equiv.Perm (Fin N)) (x : Fin N → L) :
    symmetricFactor e Ψ (x ∘ s) = symmetricFactor e Ψ x := by
  have hV : Matrix.vandermonde (e ∘ (x ∘ s)) =
      (Matrix.vandermonde (e ∘ x)).submatrix s id := by
    ext i j
    simp [Matrix.vandermonde_apply]
  have hs : ((Equiv.Perm.sign s : ℤ) : K) ≠ 0 := by
    rcases Int.units_eq_one_or (Equiv.Perm.sign s) with h | h <;> simp [h]
  -- the two signs cancel
  unfold symmetricFactor
  rw [hV, Matrix.det_permute, hΨ s x, mul_div_mul_left _ _ hs]

/-- If different sites carry different labels, the determinant of the dressed orbitals
reproduces any given antisymmetric wavefunction of at least one particle, in characteristic
zero. -/
theorem backflowDet_dressedOrbital [NeZero N] [CharZero K] {e : L → K}
    (he : Function.Injective e) {Ψ : (Fin N → L) → K} (hΨ : IsAntisymmetric Ψ)
    (x : Fin N → L) : backflowDet (dressedOrbital e Ψ) x = Ψ x := by
  have hp : (∏ j : Fin N, if j = 0 then symmetricFactor e Ψ x else 1) =
      symmetricFactor e Ψ x := by simp
  -- the common factor of the first column comes out of the determinant
  have h1 : backflowDet (dressedOrbital e Ψ) x =
      symmetricFactor e Ψ x * (Matrix.vandermonde (e ∘ x)).det := by
    calc backflowDet (dressedOrbital e Ψ) x
        = (∏ j : Fin N, if j = 0 then symmetricFactor e Ψ x else 1) *
            (Matrix.vandermonde (e ∘ x)).det :=
          Matrix.det_mul_row (fun j : Fin N => if j = 0 then symmetricFactor e Ψ x else 1)
            (Matrix.vandermonde (e ∘ x))
      _ = _ := by rw [hp]
  by_cases hx : Function.Injective x
  · have hV : (Matrix.vandermonde (e ∘ x)).det ≠ 0 :=
      Matrix.det_vandermonde_ne_zero_iff.mpr (he.comp hx)
    rw [h1, symmetricFactor, div_mul_cancel₀ _ hV]
  · -- double occupancy: both sides vanish
    simp only [Function.Injective, not_forall] at hx
    obtain ⟨i, k, h, hne⟩ := hx
    rw [h1, symmetricFactor, pauli hΨ hne h, zero_div, zero_mul]

/-- On countably many sites and in characteristic zero, every antisymmetric wavefunction of at
least one particle is a backflow determinant in which all orbitals but one are ordinary
one-particle orbitals. -/
theorem one_backflow_orbital_suffices [NeZero N] [CharZero K] [Countable L]
    {Ψ : (Fin N → L) → K} (hΨ : IsAntisymmetric Ψ) :
    ∃ φ : Fin N → Fin N → (Fin N → L) → K, IsBackflow φ ∧
      (∀ j, j ≠ 0 → ∃ χ : L → K, ∀ i x, φ j i x = χ (x i)) ∧
      ∀ x, Ψ x = backflowDet φ x := by
  -- number the sites
  obtain ⟨f, hf⟩ := exists_injective_nat L
  have he : Function.Injective (fun y => (f y : K)) := Nat.cast_injective.comp hf
  refine ⟨dressedOrbital (fun y => (f y : K)) Ψ, ?_, ?_, ?_⟩
  · intro s j i x
    unfold dressedOrbital
    rw [symmetricFactor_comp _ hΨ s x]
    rfl
  · intro j hj
    refine ⟨fun y => (f y : K) ^ (j : ℕ), fun i x => ?_⟩
    simp only [dressedOrbital, if_neg hj, one_mul]
  · exact fun x => (backflowDet_dressedOrbital he hΨ x).symm

/-- Universality of single-determinant backflow: for at least one particle on countably many
sites, with amplitudes in a field of characteristic zero, a wavefunction is antisymmetric if
and only if it is one determinant of backflow orbitals. -/
theorem antisymmetric_iff_backflowDet [NeZero N] [CharZero K] [Countable L]
    (Ψ : (Fin N → L) → K) :
    IsAntisymmetric Ψ ↔ ∃ φ : Fin N → Fin N → (Fin N → L) → K,
      IsBackflow φ ∧ ∀ x, Ψ x = backflowDet φ x := by
  constructor
  · intro hΨ
    obtain ⟨φ, hφ, -, h⟩ := one_backflow_orbital_suffices hΨ
    exact ⟨φ, hφ, h⟩
  · rintro ⟨φ, hφ, h⟩
    rw [funext h]
    exact backflowDet_antisymmetric hφ

/-- Plücker relation: the amplitudes of a two-particle Slater determinant on any four sites
satisfy a quadratic identity. -/
theorem slater_plucker (χ : Fin 2 → L → K) (a b c d : L) :
    slater χ ![a, b] * slater χ ![c, d] - slater χ ![a, c] * slater χ ![b, d]
      + slater χ ![a, d] * slater χ ![b, c] = 0 := by
  simp only [slater, backflowDet, Matrix.det_fin_two, Matrix.of_apply,
    Matrix.cons_val_zero, Matrix.cons_val_one]
  ring

/-- The orbital localised on site `a` of a four-site lattice. -/
def siteOrbital (a y : Fin 4) : ℝ := if y = a then 1 else 0

/-- The sum of two Slater determinants, one occupying sites 0 and 1, the other sites 2
and 3. -/
def pairState (x : Fin 2 → Fin 4) : ℝ :=
  slater ![siteOrbital 0, siteOrbital 1] x + slater ![siteOrbital 2, siteOrbital 3] x

/-- Backflow cannot be dropped: the two-particle state `pairState` is antisymmetric, but it is not a
Slater determinant of real one-particle orbitals. -/
theorem pairState_not_slater :
    IsAntisymmetric pairState ∧
      ¬ ∃ χ : Fin 2 → Fin 4 → ℝ, ∀ x, pairState x = slater χ x := by
  constructor
  · intro s x
    have h (χ : Fin 2 → Fin 4 → ℝ) :
        slater χ (x ∘ s) = ((Equiv.Perm.sign s : ℤ) : ℝ) * slater χ x :=
      backflowDet_antisymmetric (φ := fun j i y => χ j (y i)) (fun _ _ _ _ => rfl) s x
    unfold pairState
    rw [h, h]
    ring
  · rintro ⟨χ, h⟩
    -- the Plücker relation would read 1 = 0
    have p := slater_plucker χ 0 1 2 3
    simp only [← h] at p
    simp [pairState, slater, backflowDet, Matrix.det_fin_two, siteOrbital] at p

end

end BackflowUniversality
```

```lean
#print axioms BackflowUniversality.antisymmetric_iff_backflowDet
#print axioms BackflowUniversality.pairState_not_slater
```

```
'BackflowUniversality.antisymmetric_iff_backflowDet' depends on axioms: [propext, Classical.choice, Quot.sound]
'BackflowUniversality.pairState_not_slater' depends on axioms: [propext, Classical.choice, Quot.sound]
```

## Wavefunctions, sites and orbitals as Lean objects

A configuration is a function `Fin N → L`, with particles numbered from 0 and `L` the set of sites. For electrons with spin, an element of `L` can be a site together with a spin value, and "double occupancy" then means two electrons in the same spin state on the same site. Amplitudes lie in a field `K`; `CharZero K` includes ℝ and ℂ. `Countable L` admits finite and countably infinite lattices.

`IsAntisymmetric` and `IsBackflow` are the two permutation conditions above. "Backflow" is used broadly here: it means any covariant dependence on the other particles, not only a shift of the particle coordinates. `backflowDet` and `slater` omit the usual factor 1/√(N!), which can be absorbed into an orbital when N ≥ 1. `NeZero N` states that there is at least one particle. With none, the empty determinant is always 1, while Ψ may take any value.

The main equivalence is `antisymmetric_iff_backflowDet`. The stronger form of its "only if" direction, with a single configuration-dependent orbital, is `one_backflow_orbital_suffices`.

## From the row permutation to the final equivalence

`backflowDet_antisymmetric` rewrites the permuted matrix as a row rearrangement and applies `Matrix.det_permute`. `pauli` inserts the exchange `Equiv.swap i k` into the antisymmetry condition; `linear_combination` turns the result into 2Ψ(x) = 0.

`symmetricFactor` is F, and Lean's convention that division by zero gives zero supplies its value on doubly occupied configurations. `symmetricFactor_comp` cancels the signs of Ψ and V. In `backflowDet_dressedOrbital`, `Matrix.det_mul_row` takes the column factors out of the determinant, and `by_cases` separates configurations with distinct sites from those with double occupancy. This lemma accepts any injective labelling `e`.

`one_backflow_orbital_suffices` obtains a labelling from `exists_injective_nat` and checks covariance. The equivalence combines it with the first lemma.

For the four-site example, `slater_plucker` expands the 2×2 determinants and leaves the cancellation to `ring`. `pairState_not_slater` proves antisymmetry term by term, then evaluates the relation on sites 0, 1, 2, 3 to reach the contradiction 1 = 0.

## Exact representation, with no bound on its cost

The representation is an equality at every configuration, and no particular Hamiltonian enters. If a code fails to reach a target state of N fermions, the single-determinant form with unrestricted covariant orbitals is therefore not the obstacle; possible causes include the orbital parametrisation, the optimisation and the sampling.

The step from the theorem to a working ansatz is the replacement of arbitrary functions by a parametrised family. The constructed φ_0 contains Ψ through F, so using it directly would require the wavefunction that the calculation is meant to find. How many parameters a network needs to approximate a suitable set of orbitals is a separate question, on which the equivalence gives no information.
